# Real density matrices attain the ensemble constrained-search minimum when the operators are real symmetric matrices

## Declaring the search variable real

To evaluate the ensemble density functional of a finite lattice model at a prescribed density, one minimises the internal energy over density matrices with given site occupations. This is a semidefinite program, and its first line declares the unknown matrix. On a many-body space of dimension $m$, a Hermitian matrix has $m^2$ real parameters and a real symmetric one has $m(m+1)/2$. Declaring the unknown real is legitimate only if the smaller search reaches the same minimum. It does, in finite dimension, provided the internal Hamiltonian and all site operators are real symmetric matrices in the basis used.

## The constrained search on a lattice

Fix an orthonormal basis of the $m$-dimensional state space. Let $H_0$ be the part of the Hamiltonian that does not depend on the external potential (hopping and interaction), let $N_i$ be the occupation operator of site $i$, and let $\rho=(\rho_i)$ be real target occupations. A density matrix $\Gamma$ is positive semidefinite with $\operatorname{tr}\Gamma=1$. Define

$$\mathcal E(\rho)=\{\Gamma\succeq 0:\ \operatorname{tr}\Gamma=1,\ \operatorname{tr}(\Gamma N_i)=\rho_i \text{ for all } i\},$$

and let $\mathcal E_{\mathbb R}(\rho)$ be the same set for real symmetric matrices $P$. A density $\rho$ is an ensemble density if $\mathcal E(\rho)$ is nonempty, and the ensemble functional $F(\rho)$ is the infimum of $\operatorname{tr}(\Gamma H_0)$ over $\mathcal E(\rho)$.

Reality of $H_0$ and the $N_i$ is assumed. It expresses invariance of these operators under complex conjugation in the chosen basis. In the occupation-number basis the $N_i$ are real and diagonal, and $H_0$ is real for real hopping amplitudes and density-density interactions, as in the Hubbard model; hopping phases from a magnetic flux generally spoil it.

The claim is that for every ensemble density $\rho$ there is a $P\in\mathcal E_{\mathbb R}(\rho)$ which, read as a complex matrix, lies in $\mathcal E(\rho)$ and satisfies $\operatorname{tr}(PH_0)\le\operatorname{tr}(\Gamma H_0)$ for all $\Gamma\in\mathcal E(\rho)$.

## Taking the real part of a density matrix

Below, $i,j$ on matrix entries label basis states, as in the code, and $\mathrm i$ is the imaginary unit. Write $\Gamma=R+\mathrm iS$ with $R,S$ real. Hermiticity, $\overline{\Gamma_{ji}}=\Gamma_{ij}$, gives $R_{ji}=R_{ij}$ and $S_{ji}=-S_{ij}$.

First, $R$ is positive semidefinite. For a real vector $x$, $x^{T}\Gamma x=x^{T}Rx+\mathrm i\,x^{T}Sx$, and $\Gamma\succeq0$ makes the real part $x^{T}Rx$ nonnegative.

Second, a real symmetric $P\succeq0$ stays positive semidefinite on complex vectors. With $y=a+\mathrm ib$ and $a,b$ real,

$$y^\dagger Py=(a-\mathrm ib)^{T}P(a+\mathrm ib)=a^{T}Pa+b^{T}Pb+\mathrm i\,(a^{T}Pb-b^{T}Pa).$$

The bracket vanishes by symmetry of $P$, and the two other terms are nonnegative.

Third, a real symmetric observable $A$ does not see $S$. One has $\operatorname{tr}(\Gamma A)=\operatorname{tr}(RA)+\mathrm i\operatorname{tr}(SA)$, and swapping the names of the summation indices gives

$$\operatorname{tr}(SA)=\sum_{i,j}S_{ij}A_{ji}=\sum_{i,j}S_{ji}A_{ij}=-\sum_{i,j}S_{ij}A_{ji}=-\operatorname{tr}(SA).$$

Hence $\operatorname{tr}(SA)=0$ and $\operatorname{tr}(\Gamma A)=\operatorname{tr}(RA)$.

Together these facts move matrices between the two sets. If $\Gamma\in\mathcal E(\rho)$, then $R\succeq0$, $\operatorname{tr}R=\operatorname{Re}\operatorname{tr}\Gamma=1$ and $\operatorname{tr}(RN_i)=\rho_i$, so $R\in\mathcal E_{\mathbb R}(\rho)$. Conversely, every $P\in\mathcal E_{\mathbb R}(\rho)$ belongs to $\mathcal E(\rho)$, since the traces are unchanged by the embedding.

## Existence of the minimiser

Let $P$ be a real density matrix and $e_i$ the basis vectors. The diagonal entries $P_{ii}=e_i^{T}Pe_i$ are nonnegative and add up to one, so each is at most one. Testing on $e_i\pm e_j$ gives $P_{ii}+P_{jj}\pm2P_{ij}\ge0$, that is $|P_{ij}|\le(P_{ii}+P_{jj})/2\le1$, which also holds for $i=j$. So $\mathcal E_{\mathbb R}(\rho)$ lies in the compact box $[-1,1]^{m\times m}$. It is closed, because each condition ($P^{T}=P$, $x^{T}Px\ge0$ for each $x$, and the trace equations) is an equation or weak inequality between continuous functions of $P$. It is nonempty, because it contains the real part of any $\Gamma_0\in\mathcal E(\rho)$. The continuous function $P\mapsto\operatorname{tr}(PH_0)$ therefore has a minimiser $P$ on it. For any $\Gamma=R+\mathrm iS\in\mathcal E(\rho)$,

$$\operatorname{tr}(PH_0)\le\operatorname{tr}(RH_0)=\operatorname{tr}(\Gamma H_0),$$

so $F(\rho)=\operatorname{tr}(PH_0)$.

## An imaginary observable

Take $m=2$, basis labels $0,1$, and a single constraint operator, the Pauli matrix $\sigma_y$, which is Hermitian with imaginary entries. The matrix $\Gamma_y=(1+\sigma_y)/2$ obeys $\Gamma_y^\dagger\Gamma_y=\Gamma_y$ because $\sigma_y^2=1$, so it is positive semidefinite, and $\operatorname{tr}\sigma_y=0$ gives $\operatorname{tr}\Gamma_y=1$ and $\operatorname{tr}(\Gamma_y\sigma_y)=1$. For a real matrix $P$, $\operatorname{tr}(P\sigma_y)=\mathrm i(P_{01}-P_{10})$ has real part zero and cannot equal one. If the constraint prescribes the value one for $\sigma_y$, a search over real matrices therefore has no admissible point, while the complex search has one.

## The theorems in Lean's terms

The basis is a finite type `n` with $m$ elements, and the sites form a type `ι` that is arbitrary and may be empty or infinite. The operators `H0` and `N i` have type `Matrix n n ℝ`, so reality is built into the type, and symmetry enters through `hH : H0.IsSymm` and `hN : ∀ i, (N i).IsSymm`. The map `cx` embeds a real matrix entrywise in the complex matrices, and `rePart` sends $\Gamma$ to $R$. The set $\mathcal E(\rho)$ is `ensembles (fun i => cx (N i)) ρ`, and $\mathcal E_{\mathbb R}(\rho)$ is `realEnsembles N ρ`. Mathlib's `PosSemidef` includes Hermiticity, which over the reals means symmetry. The hypothesis `hρ` says that $\rho$ is an ensemble density; it fails for an empty basis, where every trace is zero.

The theorem `real_ensemble_minimises` gives a `P` in the real set with `cx P` in the complex set and `trace (cx P * cx H0) ≤ trace (Γ * cx H0)` for every `Γ` in the complex set. Both sides are complex numbers. In the order opened by `ComplexOrder`, $z\le w$ means $\operatorname{Re}z\le\operatorname{Re}w$ and $\operatorname{Im}z=\operatorname{Im}w$. The left side is real, so the inequality also says that every competing energy is real, which is where symmetry of $H_0$ is used.

No lattice geometry, particle number or Fock-space structure is encoded: the `N i` need not commute or be projectors, and the symbol $F$ is not defined in the code. The objective has no entropy term. The theorem produces one real minimiser, and it says nothing on uniqueness or on whether other minimisers are real. It does not address the search over pure states either. As an aside that the file does not treat, the real part of $\psi\psi^\dagger$ with $\psi=a+\mathrm ib$ is $aa^{T}+bb^{T}$, which is in general mixed.

The theorem `complex_observable_needs_complex_ensemble` states three things for one site (`Unit`) with target value one: `sigmaY` is Hermitian, `gammaY` lies in the complex set, and `cx P` does not for any real $2\times2$ matrix `P`. It concerns the constraint operators only, involves no Hamiltonian, and $\sigma_y$ serves as a generic observable and not as an occupation number.

## The Lean file

```lean
import Mathlib

open Matrix
open scoped ComplexOrder

namespace RealEnsembleSearch

variable {n ι : Type*} [Fintype n]

/-- A real matrix regarded as a complex matrix. -/
def cx (A : Matrix n n ℝ) : Matrix n n ℂ := A.map (fun x => (x : ℂ))

/-- The entrywise real part of a complex matrix. -/
def rePart (Γ : Matrix n n ℂ) : Matrix n n ℝ := Γ.map Complex.re

/-- Complex density matrices `Γ` with `tr (Γ N i) = ρ i` at every site `i`. -/
def ensembles (N : ι → Matrix n n ℂ) (ρ : ι → ℝ) : Set (Matrix n n ℂ) :=
  {Γ | Γ.PosSemidef ∧ trace Γ = 1 ∧ ∀ i, trace (Γ * N i) = (ρ i : ℂ)}

/-- Real symmetric density matrices `P` with `tr (P N i) = ρ i` at every site `i`. -/
def realEnsembles (N : ι → Matrix n n ℝ) (ρ : ι → ℝ) : Set (Matrix n n ℝ) :=
  {P | P.PosSemidef ∧ trace P = 1 ∧ ∀ i, trace (P * N i) = ρ i}

/-- The real part of a positive semidefinite matrix is positive semidefinite. -/
theorem rePart_posSemidef {Γ : Matrix n n ℂ} (hΓ : Γ.PosSemidef) :
    (rePart Γ).PosSemidef := by
  refine posSemidef_iff_dotProduct_mulVec.2 ⟨?_, fun x => ?_⟩
  · ext i j
    simpa [rePart] using congrArg Complex.re (hΓ.1.apply i j)
  · -- test `Γ` on the real vector `x`
    have h := (Complex.nonneg_iff.1 (hΓ.dotProduct_mulVec_nonneg (fun i => (x i : ℂ)))).1
    have e : (star (fun i => (x i : ℂ)) ⬝ᵥ Γ *ᵥ (fun i => (x i : ℂ))).re
        = star x ⬝ᵥ rePart Γ *ᵥ x := by
      simp [dotProduct, mulVec, rePart, Complex.re_sum]
    rwa [e] at h

/-- A real positive semidefinite matrix stays positive semidefinite on complex vectors. -/
theorem cx_posSemidef {P : Matrix n n ℝ} (hP : P.PosSemidef) : (cx P).PosSemidef := by
  have hT : Pᵀ = P := by
    ext i j
    simpa using hP.1.apply i j
  have hsym : ∀ a b : n → ℝ, a ⬝ᵥ P *ᵥ b = b ⬝ᵥ P *ᵥ a := fun a b => by
    rw [dotProduct_mulVec, ← mulVec_transpose, hT, dotProduct_comm]
  refine posSemidef_iff_dotProduct_mulVec.2 ⟨?_, fun y => ?_⟩
  · ext i j
    simpa [cx] using hP.1.apply i j
  · -- split `y = a + i b`
    have hre : (star y ⬝ᵥ cx P *ᵥ y).re
        = (fun i => (y i).re) ⬝ᵥ P *ᵥ (fun i => (y i).re)
          + (fun i => (y i).im) ⬝ᵥ P *ᵥ (fun i => (y i).im) := by
      simp [dotProduct, mulVec, cx, Complex.re_sum, Complex.im_sum, Finset.sum_add_distrib]
    have him : (star y ⬝ᵥ cx P *ᵥ y).im
        = (fun i => (y i).re) ⬝ᵥ P *ᵥ (fun i => (y i).im)
          - (fun i => (y i).im) ⬝ᵥ P *ᵥ (fun i => (y i).re) := by
      simp [dotProduct, mulVec, cx, Complex.re_sum, Complex.im_sum, Finset.sum_add_distrib,
        sub_eq_add_neg]
    have ha := hP.dotProduct_mulVec_nonneg (fun i => (y i).re)
    have hb := hP.dotProduct_mulVec_nonneg (fun i => (y i).im)
    rw [star_trivial] at ha hb
    refine Complex.nonneg_iff.2 ⟨?_, ?_⟩
    · rw [hre]
      exact add_nonneg ha hb
    · have hs := hsym (fun i => (y i).re) (fun i => (y i).im)
      rw [him]
      linarith

/-- For Hermitian `Γ` and real symmetric `A`, `tr (Γ A)` equals the real number
`tr (Re Γ · A)`. -/
theorem trace_mul_cx {Γ : Matrix n n ℂ} {A : Matrix n n ℝ} (hΓ : Γ.IsHermitian)
    (hA : A.IsSymm) : trace (Γ * cx A) = ((trace (rePart Γ * A) : ℝ) : ℂ) := by
  have hanti : ∀ i j, (Γ j i).im = -(Γ i j).im := fun i j => by
    have h := congrArg Complex.im (hΓ.apply i j)
    rw [Complex.star_def, Complex.conj_im] at h
    linarith
  -- the antisymmetric part `Im Γ` is traceless against a symmetric matrix
  have hs : ∑ i, ∑ j, (Γ i j).im * A j i = -∑ i, ∑ j, (Γ i j).im * A j i := by
    conv_lhs => rw [Finset.sum_comm]
    rw [← Finset.sum_neg_distrib]
    refine Finset.sum_congr rfl fun i _ => ?_
    rw [← Finset.sum_neg_distrib]
    refine Finset.sum_congr rfl fun j _ => ?_
    rw [hanti i j, hA.apply i j]
    ring
  have hre : (trace (Γ * cx A)).re = trace (rePart Γ * A) := by
    simp [trace, mul_apply, cx, rePart, Complex.re_sum]
  have him : (trace (Γ * cx A)).im = ∑ i, ∑ j, (Γ i j).im * A j i := by
    simp [trace, mul_apply, cx, Complex.im_sum]
  apply Complex.ext
  · rw [Complex.ofReal_re, hre]
  · rw [Complex.ofReal_im, him]
    linarith

/-- For real symmetric `N i`, the real part of a density matrix with density `ρ` is a real
density matrix with density `ρ`. -/
theorem rePart_mem {N : ι → Matrix n n ℝ} (hN : ∀ i, (N i).IsSymm) {ρ : ι → ℝ}
    {Γ : Matrix n n ℂ} (hΓ : Γ ∈ ensembles (fun i => cx (N i)) ρ) :
    rePart Γ ∈ realEnsembles N ρ := by
  obtain ⟨hp, ht, hd⟩ := hΓ
  refine ⟨rePart_posSemidef hp, ?_, fun i => ?_⟩
  · have e : trace (rePart Γ) = (trace Γ).re := by simp [trace, rePart, Complex.re_sum]
    rw [e, ht, Complex.one_re]
  · exact Complex.ofReal_injective ((trace_mul_cx hp.1 (hN i)).symm.trans (hd i))

/-- A real density matrix with density `ρ` is a complex density matrix with density `ρ`. -/
theorem cx_mem {N : ι → Matrix n n ℝ} {ρ : ι → ℝ} {P : Matrix n n ℝ}
    (hP : P ∈ realEnsembles N ρ) : cx P ∈ ensembles (fun i => cx (N i)) ρ := by
  obtain ⟨hp, ht, hd⟩ := hP
  refine ⟨cx_posSemidef hp, ?_, fun i => ?_⟩
  · have e : trace (cx P) = ((trace P : ℝ) : ℂ) := by simp [trace, cx]
    rw [e, ht, Complex.ofReal_one]
  · have e : trace (cx P * cx (N i)) = ((trace (P * N i) : ℝ) : ℂ) := by
      simp [trace, mul_apply, cx]
    exact e.trans (congrArg _ (hd i))

/-- Every entry of a real density matrix lies in `[-1, 1]`. -/
theorem entry_mem_Icc {P : Matrix n n ℝ} (hP : P.PosSemidef) (ht : trace P = 1) (i j : n) :
    P i j ∈ Set.Icc (-1 : ℝ) 1 := by
  classical
  have key : ∀ (a b : n) (s t : ℝ),
      (Pi.single a s : n → ℝ) ⬝ᵥ P *ᵥ (Pi.single b t : n → ℝ) = s * (P a b * t) := by
    intro a b s t
    rw [single_dotProduct]
    congr 1
    show (fun k => P a k) ⬝ᵥ (Pi.single b t : n → ℝ) = _
    exact dotProduct_single _ _ _
  have h0 : ∀ a, 0 ≤ P a a := fun a => by
    have h := hP.dotProduct_mulVec_nonneg (Pi.single a 1)
    simp only [star_trivial, key] at h
    linarith
  have hsum : ∑ a, P a a = 1 := ht
  have h1 : ∀ a, P a a ≤ 1 := fun a =>
    (Finset.single_le_sum (f := fun a => P a a) (fun a _ => h0 a) (Finset.mem_univ a)).trans
      hsum.le
  have hs : P j i = P i j := by simpa using hP.1.apply i j
  -- test on `e_i + e_j` and `e_i - e_j`
  have hp := hP.dotProduct_mulVec_nonneg (Pi.single i 1 + Pi.single j 1)
  have hm := hP.dotProduct_mulVec_nonneg (Pi.single i 1 + Pi.single j (-1))
  simp only [star_trivial, mulVec_add, add_dotProduct, dotProduct_add, key] at hp hm
  constructor <;> linarith [h1 i, h1 j]

/-- The set of real density matrices with a given density is compact. -/
theorem isCompact_realEnsembles (N : ι → Matrix n n ℝ) (ρ : ι → ℝ) :
    IsCompact (realEnsembles N ρ) := by
  have h1 : IsCompact {r : n → ℝ | ∀ j, r j ∈ Set.Icc (-1 : ℝ) 1} :=
    isCompact_pi_infinite fun _ => isCompact_Icc
  have h2 : IsCompact
      {P : n → n → ℝ | ∀ i, P i ∈ {r : n → ℝ | ∀ j, r j ∈ Set.Icc (-1 : ℝ) 1}} :=
    isCompact_pi_infinite fun _ => h1
  have hK : IsCompact {P : Matrix n n ℝ | ∀ i j, P i j ∈ Set.Icc (-1 : ℝ) 1} := h2
  have e : realEnsembles N ρ = ({P : Matrix n n ℝ | Pᴴ = P} ∩
      ⋂ x : n → ℝ, {P | 0 ≤ star x ⬝ᵥ P *ᵥ x}) ∩
      ({P | trace P = 1} ∩ ⋂ i, {P | trace (P * N i) = ρ i}) := by
    ext P
    exact ⟨fun h => ⟨⟨h.1.1, Set.mem_iInter.2 h.1.dotProduct_mulVec_nonneg⟩, h.2.1,
        Set.mem_iInter.2 h.2.2⟩,
      fun h => ⟨posSemidef_iff_dotProduct_mulVec.2 ⟨h.1.1, Set.mem_iInter.1 h.1.2⟩, h.2.1,
        Set.mem_iInter.1 h.2.2⟩⟩
  refine hK.of_isClosed_subset ?_ (fun P hP => entry_mem_Icc hP.1 hP.2.1)
  rw [e]
  refine IsClosed.inter (IsClosed.inter ?_ (isClosed_iInter fun x => ?_))
    (IsClosed.inter ?_ (isClosed_iInter fun i => ?_))
  · exact isClosed_eq continuous_id.matrix_conjTranspose continuous_id
  · refine isClosed_le continuous_const ?_
    fun_prop
  · exact isClosed_eq continuous_id.matrix_trace continuous_const
  · exact isClosed_eq (continuous_id.matrix_mul continuous_const).matrix_trace continuous_const

/-- For real symmetric `H0` and `N i` and any ensemble density `ρ`, some real symmetric density
matrix with density `ρ` has energy at most `tr (Γ H0)` for every complex density matrix `Γ`
with density `ρ`. -/
theorem real_ensemble_minimises {H0 : Matrix n n ℝ} {N : ι → Matrix n n ℝ} (hH : H0.IsSymm)
    (hN : ∀ i, (N i).IsSymm) {ρ : ι → ℝ}
    (hρ : (ensembles (fun i => cx (N i)) ρ).Nonempty) :
    ∃ P ∈ realEnsembles N ρ, cx P ∈ ensembles (fun i => cx (N i)) ρ ∧
      ∀ Γ ∈ ensembles (fun i => cx (N i)) ρ, trace (cx P * cx H0) ≤ trace (Γ * cx H0) := by
  obtain ⟨Γ₀, h₀⟩ := hρ
  have hc : Continuous fun P : Matrix n n ℝ => trace (P * H0) :=
    (continuous_id.matrix_mul continuous_const).matrix_trace
  -- minimise over the compact set of real ensembles
  obtain ⟨P, hP, hmin⟩ := (isCompact_realEnsembles N ρ).exists_isMinOn
    ⟨_, rePart_mem hN h₀⟩ hc.continuousOn
  refine ⟨P, hP, cx_mem hP, fun Γ hΓ => ?_⟩
  have e : trace (cx P * cx H0) = ((trace (P * H0) : ℝ) : ℂ) := by
    simp [trace, mul_apply, cx]
  -- `Γ` has the same energy as the real competitor `Re Γ`
  rw [e, trace_mul_cx hΓ.1.1 hH]
  exact Complex.real_le_real.2 (isMinOn_iff.1 hmin _ (rePart_mem hN hΓ))

/-- The Pauli matrix `σ_y`. -/
def sigmaY : Matrix (Fin 2) (Fin 2) ℂ := !![0, -Complex.I; Complex.I, 0]

/-- The matrix `(1 + σ_y) / 2`. -/
noncomputable def gammaY : Matrix (Fin 2) (Fin 2) ℂ :=
  !![1 / 2, -Complex.I / 2; Complex.I / 2, 1 / 2]

/-- For the Hermitian observable `σ_y`, the density matrix `(1 + σ_y) / 2` has expectation
value one, and no real density matrix has. -/
theorem complex_observable_needs_complex_ensemble :
    sigmaY.IsHermitian ∧ gammaY ∈ ensembles (fun _ : Unit => sigmaY) (fun _ => 1) ∧
      ∀ P : Matrix (Fin 2) (Fin 2) ℝ,
        cx P ∉ ensembles (fun _ : Unit => sigmaY) (fun _ => 1) := by
  refine ⟨?_, ⟨?_, ?_, fun _ => ?_⟩, fun P h => ?_⟩
  · ext i j
    fin_cases i <;> fin_cases j <;> simp [sigmaY]
  · have h2 : (starRingEnd ℂ) 2 = 2 := Complex.ext (by simp) (by simp)
    have e : gammaYᴴ * gammaY = gammaY := by
      ext i j
      fin_cases i <;> fin_cases j <;>
        simp [gammaY, mul_apply, Fin.sum_univ_two, Complex.ext_iff, h2] <;> norm_num
    rw [← e]
    exact posSemidef_conjTranspose_mul_self _
  · simp [gammaY, trace, Fin.sum_univ_two, Complex.ext_iff]
    norm_num
  · simp [gammaY, sigmaY, trace, Fin.sum_univ_two, Complex.ext_iff]
    norm_num
  · have h1 := congrArg Complex.re (h.2.2 ())
    simp [sigmaY, cx, trace, mul_apply, Fin.sum_univ_two] at h1

end RealEnsembleSearch
```

```lean
#print axioms RealEnsembleSearch.real_ensemble_minimises
-- 'RealEnsembleSearch.real_ensemble_minimises' depends on axioms: [propext, Classical.choice, Quot.sound]
#print axioms RealEnsembleSearch.complex_observable_needs_complex_ensemble
-- 'RealEnsembleSearch.complex_observable_needs_complex_ensemble' depends on axioms: [propext, Classical.choice, Quot.sound]
```

## Positivity and traces in the code

`rePart_posSemidef` and `cx_posSemidef` both use `posSemidef_iff_dotProduct_mulVec` to reduce the goal to Hermiticity and nonnegativity of the quadratic form. In the first, `h` is the real part of the form of `Γ` on a real vector, and `e` identifies it with $x^{T}Rx$. In the second, `hre` and `him` are the real and imaginary parts of $y^\dagger Py$ displayed above; `ha` and `hb` make the real part nonnegative, and `hsym`, the identity $a^{T}Pb=b^{T}Pa$, removes the imaginary part.

In `trace_mul_cx`, `hanti` is the antisymmetry of $S$. The statement `hs` says that $\operatorname{tr}(SA)$ equals its own negative: `Finset.sum_comm` performs the swap of indices, and the summands are then matched using `hanti` and `hA`. The complex identity is checked on real and imaginary parts, and `linarith` turns `hs` into the vanishing of the latter. `rePart_mem` combines this lemma, applied to each `N i`, with `rePart_posSemidef`. `cx_mem` uses `cx_posSemidef` and needs no symmetry hypothesis on the `N i`.

## Compactness and the final comparison in the code

In `entry_mem_Icc` the vector $s\,e_a$, for a basis label $a$ and a real number $s$, is `Pi.single a s`, and `key` evaluates the bilinear form on two such vectors. Then `h0` and `h1` bound the diagonal, `hp` and `hm` are the tests on $e_i+e_j$ and $e_i-e_j$, and linear arithmetic gives both bounds.

`isCompact_realEnsembles` builds the box `hK` as a product of intervals, first along a row and then over the rows. The equation `e` rewrites the real set as an intersection of the four kinds of condition, with one closed set for every test vector and one for every site. Arbitrary intersections of closed sets are closed, so `ι` needs no finiteness assumption.

The main proof calls `exists_isMinOn` on this compact set, with `rePart_mem hN h₀` as the witness of nonemptiness. Both energies are rewritten as real numbers, the left by `e` and the right by `trace_mul_cx hΓ.1.1 hH`, after which `Complex.real_le_real` reduces the goal to minimality of `P` against the competitor $R$.

For $\sigma_y$, the identity `gammaYᴴ * gammaY = gammaY` is checked entry by entry and handed to `posSemidef_conjTranspose_mul_self`. The last goal takes the real part of the constraint, which simplifies to the false equation $0=1$ without any use of positivity or normalisation of `P`.
